# Constant traces in Pechukas–Yukawa dynamics of finitely many distinct levels

When a Hamiltonian H(t) = H₀ + tW is varied through a parameter t, its levels and the matrix elements of W in the moving eigenbasis obey closed equations of motion, and the model here takes these equations, not H(t), as its starting point. For every flow that satisfies them with distinct levels, two families of traces are constant. The step from H₀ + tW to the flow is assumed: it is valid when the levels are nondegenerate at every t and the orthonormal eigenvectors |n⟩ are differentiable, with phases chosen so that ⟨n|n′⟩ = 0, where the prime denotes the derivative with respect to t.

## Levels, perturbation and coupling

```lean
import Mathlib

open Matrix

namespace PechukasYukawa

noncomputable section

variable {ι : Type*} [Fintype ι] [DecidableEq ι]
```

The finite set `ι` labels the levels.

```lean
/-- The matrix function `M` has the derivative `M'` at `t`, entry by entry. -/
def HasEntryDeriv (M : ℝ → Matrix ι ι ℂ) (M' : Matrix ι ι ℂ) (t : ℝ) : Prop :=
  ∀ n m, HasDerivAt (fun s => M s n m) (M' n m) t
```

`HasEntryDeriv M M' t` says that each entry of the matrix function M(t) has the corresponding entry of M′ as its derivative at t.

```lean
/-- The diagonal matrix of the energy levels. -/
def levelMatrix (x : ι → ℝ) : Matrix ι ι ℂ := Matrix.diagonal fun n => (x n : ℂ)
```

This is X = diag(x), with the real levels x_n read as complex numbers.

```lean
/-- The coupling `A_nm = V_nm / (x_m - x_n)` between different levels, with zero diagonal;
it is meant for distinct levels. -/
def coupling (x : ι → ℝ) (V : Matrix ι ι ℂ) : Matrix ι ι ℂ :=
  Matrix.of fun n m => if n = m then 0 else V n m / ((x m : ℂ) - (x n : ℂ))
```

The coupling is

A_nm = V_nm/(x_m − x_n) for n ≠ m, A_nn = 0.

For eigenstates of H(t) it is the derivative coupling ⟨n|m′⟩ of electronic-structure theory.

```lean
/-- Parametric level dynamics: distinct levels `x` and a Hermitian perturbation matrix `V`
with `x_n' = V_nn` and `V' = V A - A V`, where `A` is the coupling. -/
structure LevelFlow (x : ℝ → ι → ℝ) (V : ℝ → Matrix ι ι ℂ) : Prop where
  distinct : ∀ t, Function.Injective (x t)
  hermitian : ∀ t, (V t).IsHermitian
  velocity : ∀ t n, HasDerivAt (fun s => x s n) (V t n n).re t
  evolution : ∀ t, HasEntryDeriv V
    (V t * coupling (x t) (V t) - coupling (x t) (V t) * V t) t
```

A `LevelFlow` is a pair x, V with four properties at every real t: the levels are distinct, V is Hermitian, and

x_n′ = Re V_nn, V′ = VA − AV.

The letter V denotes W in the moving eigenbasis, so it can vary with t even though W is fixed.

```lean
/-- The matrix `diag(x(t)) + (c - t) V(t)`, which extrapolates linearly from the parameter
value `t` to the value `c`. -/
def extrapolated (x : ℝ → ι → ℝ) (V : ℝ → Matrix ι ι ℂ) (c t : ℝ) : Matrix ι ι ℂ :=
  levelMatrix (x t) + ((c : ℂ) - (t : ℂ)) • V t
```

`extrapolated x V c t` is X(t) + (c − t)V(t). For H₀ + tW this is H(c), written in the eigenbasis at t.

## From a commutator to constant traces

```lean
omit [DecidableEq ι] in
/-- The product rule for matrix functions, with the order of the factors kept. -/
theorem HasEntryDeriv.mul {M N : ℝ → Matrix ι ι ℂ} {M' N' : Matrix ι ι ℂ} {t : ℝ}
    (hM : HasEntryDeriv M M' t) (hN : HasEntryDeriv N N' t) :
    HasEntryDeriv (fun s => M s * N s) (M' * N t + M t * N') t := by
  intro n m
  have h : HasDerivAt (fun s => ∑ k, M s n k * N s k m)
      (∑ k, (M' n k * N t k m + M t n k * N' k m)) t :=
    HasDerivAt.fun_sum fun k _ => (hM n k).fun_mul (hN k m)
  simpa only [Matrix.mul_apply, Matrix.add_apply, Finset.sum_add_distrib] using h
```

This is (MN)′ = M′N + MN′, with the order of the factors kept. It follows from the ordinary product rule in each term of Σ_k M_nk N_km.

```lean
/-- If a matrix obeys the Lax equation `L' = L A - A L` at all times, the trace of each of
its powers is constant. -/
theorem lax_trace_pow {L A : ℝ → Matrix ι ι ℂ}
    (h : ∀ t, HasEntryDeriv L (L t * A t - A t * L t) t) (p : ℕ) (s t : ℝ) :
    (L s ^ p).trace = (L t ^ p).trace := by
  -- every power obeys the same Lax equation
  have hp : ∀ (q : ℕ) (u : ℝ),
      HasEntryDeriv (fun r => L r ^ q) (L u ^ q * A u - A u * L u ^ q) u := by
    intro q
    induction q with
    | zero =>
      intro u
      have e : L u ^ 0 * A u - A u * L u ^ 0 = 0 := by simp
      rw [e]
      simp only [pow_zero]
      exact fun n m => hasDerivAt_const _ _
    | succ q ih =>
      intro u
      simp only [pow_succ]
      have e : L u ^ q * L u * A u - A u * (L u ^ q * L u)
          = (L u ^ q * A u - A u * L u ^ q) * L u
            + L u ^ q * (L u * A u - A u * L u) := by
        generalize L u ^ q = P
        noncomm_ring
      rw [e]
      exact (ih u).mul (h u)
  -- the trace of a commutator vanishes
  have hd : ∀ u, HasDerivAt (fun r => (L r ^ p).trace) 0 u := by
    intro u
    have h1 : HasDerivAt (fun r => ∑ n, (L r ^ p) n n)
        (∑ n, (L u ^ p * A u - A u * L u ^ p) n n) u :=
      HasDerivAt.fun_sum fun n _ => hp p u n n
    have e : ∑ n, (L u ^ p * A u - A u * L u ^ p) n n = 0 := by
      change Matrix.trace (L u ^ p * A u - A u * L u ^ p) = 0
      rw [Matrix.trace_sub, Matrix.trace_mul_comm, sub_self]
    rw [e] at h1
    exact h1
  exact is_const_of_deriv_eq_zero (fun u => (hd u).differentiableAt)
    (fun u => (hd u).deriv) s t
```

Suppose L′ = LA − AL. Then each power obeys the same equation. For L⁰ = 1 both sides vanish, and if it holds for L^q, then

(L^(q+1))′ = (L^q A − A L^q)L + L^q(LA − AL) = L^(q+1) A − A L^(q+1).

In Lean this is the `induction`, with `noncomm_ring` doing the algebra. Since tr(L^p A) = tr(A L^p), the derivative of tr L^p is zero everywhere, and the trace is constant.

```lean
variable {x : ℝ → ι → ℝ} {V : ℝ → Matrix ι ι ℂ}

/-- Along a level flow the diagonal level matrix `X` obeys `X' = V + X A - A X`. -/
theorem LevelFlow.levels_deriv (h : LevelFlow x V) (t : ℝ) :
    HasEntryDeriv (fun s => levelMatrix (x s))
      (V t + (levelMatrix (x t) * coupling (x t) (V t)
        - coupling (x t) (V t) * levelMatrix (x t))) t := by
  intro n m
  by_cases hnm : n = m
  · subst hnm
    have hre : ((V t n n).re : ℂ) = V t n n :=
      Complex.conj_eq_iff_re.mp ((h.hermitian t).apply n n)
    have h1 := (h.velocity t n).ofReal_comp
    rw [hre] at h1
    refine HasDerivAt.congr_deriv (f' := V t n n) ?_ ?_
    · simpa only [levelMatrix, Matrix.diagonal_apply_eq] using h1
    · simp [levelMatrix, coupling, Matrix.diagonal_mul, Matrix.mul_diagonal]
  · -- off the diagonal the commutator cancels `V`
    have hx : (x t m : ℂ) - (x t n : ℂ) ≠ 0 :=
      sub_ne_zero.mpr (Complex.ofReal_injective.ne ((h.distinct t).ne (Ne.symm hnm)))
    have hq := div_mul_cancel₀ (V t n m) hx
    refine HasDerivAt.congr_deriv (f' := 0) ?_ ?_
    · simp only [levelMatrix, Matrix.diagonal_apply_ne _ hnm]
      exact hasDerivAt_const _ _
    · simp only [Matrix.add_apply, Matrix.sub_apply, levelMatrix, Matrix.diagonal_mul,
        Matrix.mul_diagonal, coupling, Matrix.of_apply, if_neg hnm]
      linear_combination hq
```

The hypothesis `h : LevelFlow x V` supplies the equations of motion. The claim is

X′ = V + XA − AX.

On the diagonal the commutator vanishes, and Hermiticity makes V_nn real, so x_n′ = V_nn. Off the diagonal X′ is zero, and so is the right-hand side:

V_nm + (x_n − x_m)A_nm = V_nm − V_nm = 0.

`by_cases` separates the two cases; distinctness permits the division in the second.

```lean
/-- Along a level flow the matrix extrapolated to a fixed parameter value `c` obeys the
Lax equation. -/
theorem LevelFlow.extrapolated_lax (h : LevelFlow x V) (c t : ℝ) :
    HasEntryDeriv (extrapolated x V c)
      (extrapolated x V c t * coupling (x t) (V t)
        - coupling (x t) (V t) * extrapolated x V c t) t := by
  intro n m
  have h2 : HasDerivAt (fun s : ℝ => (c : ℂ) - (s : ℂ)) (-1) t :=
    ((hasDerivAt_id t).ofReal_comp.const_sub (c : ℂ)).congr_deriv (by simp)
  have h3 := (h.levels_deriv t n m).fun_add (h2.fun_mul (h.evolution t n m))
  refine h3.congr_deriv ?_
  have e : extrapolated x V c t * coupling (x t) (V t)
        - coupling (x t) (V t) * extrapolated x V c t
      = (levelMatrix (x t) * coupling (x t) (V t)
          - coupling (x t) (V t) * levelMatrix (x t))
        + ((c : ℂ) - (t : ℂ)) • (V t * coupling (x t) (V t)
          - coupling (x t) (V t) * V t) := by
    unfold extrapolated
    rw [add_mul, mul_add, smul_mul_assoc, mul_smul_comm, smul_sub]
    abel
  rw [e]
  simp only [Matrix.add_apply, Matrix.smul_apply, smul_eq_mul]
  ring
```

For fixed c, the product rule gives

(X + (c − t)V)′ = V + (XA − AX) − V + (c − t)(VA − AV).

The two terms V cancel, which leaves the commutator of X + (c − t)V with A.

```lean
/-- Conservation laws of the Pechukas-Yukawa gas: along a level flow, `tr V^p` and
`tr (diag(x) - t V)^p` have the same value at all times, for every natural `p`. -/
theorem LevelFlow.trace_conserved (h : LevelFlow x V) (p : ℕ) (s t : ℝ) :
    (V s ^ p).trace = (V t ^ p).trace ∧
    ((levelMatrix (x s) - (s : ℂ) • V s) ^ p).trace
      = ((levelMatrix (x t) - (t : ℂ) • V t) ^ p).trace := by
  refine ⟨lax_trace_pow (A := fun u => coupling (x u) (V u)) h.evolution p s t, ?_⟩
  have h2 := lax_trace_pow (A := fun u => coupling (x u) (V u)) (h.extrapolated_lax 0) p s t
  have e : ∀ u, extrapolated x V 0 u = levelMatrix (x u) - (u : ℂ) • V u := by
    intro u
    simp [extrapolated, sub_eq_add_neg]
  simpa only [e] using h2
```

Applying the trace result to V, and to the extrapolated matrix with c = 0, gives for all s, t and every natural p

tr V(s)^p = tr V(t)^p,
tr (X(s) − sV(s))^p = tr (X(t) − tV(t))^p.

For H₀ + tW these are the traces of W^p and H₀^p. With a single level, A = 0: V is constant and x is linear in t.

## Levels at another parameter value

```lean
/-- Along a level flow, the power sums of the levels at `s` are the traces of the powers of
`diag(x(t)) + (s - t) V(t)`, built from the data at any other time `t`. -/
theorem LevelFlow.power_sum_levels (h : LevelFlow x V) (p : ℕ) (s t : ℝ) :
    ∑ n, (x s n : ℂ) ^ p = (extrapolated x V s t ^ p).trace := by
  rw [← lax_trace_pow (A := fun u => coupling (x u) (V u)) (h.extrapolated_lax s) p s t]
  have e : extrapolated x V s s = levelMatrix (x s) := by simp [extrapolated]
  rw [e, levelMatrix, Matrix.diagonal_pow, Matrix.trace_diagonal]
  simp
```

Taking c = s makes the extrapolated matrix diagonal at s, so its trace there is Σ_n x_n(s)^p. In a finite-basis calculation with H linear in t, one diagonalisation at t supplies x and V, and p = 2 gives

Σ_n x_n(s)² = Σ_n x_n² + 2(s − t) Σ_n x_n V_nn + (s − t)² Σ_nm |V_nm|²,

with x and V on the right taken at t.

```lean
/-- Along a level flow the levels move like particles on a line with the acceleration
`x_n'' = ∑ 2 |V_nm|² / (x_n - x_m)`, summed over `m ≠ n`. -/
theorem LevelFlow.force_law (h : LevelFlow x V) (t : ℝ) (n : ι) :
    HasDerivAt (deriv fun s => x s n)
      (∑ m ∈ Finset.univ.erase n, 2 * ‖V t n m‖ ^ 2 / (x t n - x t m)) t := by
  have hv : (deriv fun s => x s n) = fun s => (V s n n).re :=
    funext fun s => (h.velocity s n).deriv
  rw [hv, Finset.sum_erase _ (by simp)]
  have h1 := Complex.reCLM.hasFDerivAt.comp_hasDerivAt t (h.evolution t n n)
  refine h1.congr_deriv ?_
  rw [Complex.reCLM_apply, Matrix.sub_apply, Matrix.mul_apply, Matrix.mul_apply,
    ← Finset.sum_sub_distrib, Complex.re_sum]
  refine Finset.sum_congr rfl fun m _ => ?_
  by_cases hmn : m = n
  · subst hmn
    simp [coupling]
  · have hV : V t m n = (starRingEnd ℂ) (V t n m) := ((h.hermitian t).apply m n).symm
    have hz : V t n m * V t m n = (‖V t n m‖ : ℂ) ^ 2 := by
      rw [hV, Complex.mul_conj, Complex.normSq_eq_norm_sq, Complex.ofReal_pow]
    have e : V t n m * coupling (x t) (V t) m n - coupling (x t) (V t) n m * V t m n
        = ((2 * ‖V t n m‖ ^ 2 / (x t n - x t m) : ℝ) : ℂ) := by
      simp only [coupling, Matrix.of_apply, if_neg hmn, if_neg (Ne.symm hmn)]
      push_cast
      have d : (x t m : ℂ) - (x t n : ℂ) = -((x t n : ℂ) - (x t m : ℂ)) := by ring
      rw [d, div_neg]
      linear_combination (2 / ((x t n : ℂ) - (x t m : ℂ))) * hz
    rw [e, Complex.ofReal_re]
```

Differentiating x_n′ = Re V_nn gives

x_n″ = Re Σ_m (V_nm A_mn − A_nm V_mn) = Σ_(m≠n) 2|V_nm|²/(x_n − x_m).

Hermiticity turns V_nm V_mn into |V_nm|². Half of this acceleration is the second-order Rayleigh–Schrödinger energy coefficient for a perturbation linear in t.

## Two levels at an avoided crossing

```lean
/-- The avoided crossing of two levels `∓√(1 + t²)`, with its perturbation matrix in the
moving eigenbasis, is a level flow. -/
theorem levelFlow_witness :
    LevelFlow (fun t : ℝ => ![-Real.sqrt (1 + t ^ 2), Real.sqrt (1 + t ^ 2)])
      (fun t : ℝ => !![((-(t / Real.sqrt (1 + t ^ 2)) : ℝ) : ℂ),
          ((1 / Real.sqrt (1 + t ^ 2) : ℝ) : ℂ);
        ((1 / Real.sqrt (1 + t ^ 2) : ℝ) : ℂ), ((t / Real.sqrt (1 + t ^ 2) : ℝ) : ℂ)]) := by
  have hpos : ∀ t : ℝ, 0 < Real.sqrt (1 + t ^ 2) := fun t => Real.sqrt_pos.mpr (by positivity)
  have hr : ∀ t : ℝ, HasDerivAt (fun s : ℝ => Real.sqrt (1 + s ^ 2))
      (t / Real.sqrt (1 + t ^ 2)) t := by
    intro t
    have h0 : (1 : ℝ) + t ^ 2 ≠ 0 := by positivity
    refine (((hasDerivAt_pow 2 t).const_add 1).sqrt h0).congr_deriv ?_
    rw [show ((2 : ℕ) : ℝ) * t ^ (2 - 1) = 2 * t by norm_num]
    exact mul_div_mul_left _ _ two_ne_zero
  have alg : ∀ r t : ℝ, 0 < r → r ^ 2 = 1 + t ^ 2 →
      (1 * r - t * (t / r)) / r ^ 2 = 1 / r ^ 3 := by
    intro r t h hs
    have h' := h.ne'
    field_simp
    linear_combination hs
  have h1 : ∀ t : ℝ, HasDerivAt (fun s : ℝ => s / Real.sqrt (1 + s ^ 2))
      (1 / Real.sqrt (1 + t ^ 2) ^ 3) t := fun t =>
    ((hasDerivAt_id' t).fun_div (hr t) (hpos t).ne').congr_deriv
      (alg _ t (hpos t) (Real.sq_sqrt (by positivity)))
  have h2 : ∀ t : ℝ, HasDerivAt (fun s : ℝ => 1 / Real.sqrt (1 + s ^ 2))
      (-t / Real.sqrt (1 + t ^ 2) ^ 3) t := fun t =>
    ((hasDerivAt_const t (1 : ℝ)).fun_div (hr t) (hpos t).ne').congr_deriv (by ring)
  refine ⟨?_, ?_, ?_, ?_⟩
  · intro t i j hij
    have hlt : -Real.sqrt (1 + t ^ 2) < Real.sqrt (1 + t ^ 2) := by linarith [hpos t]
    fin_cases i <;> fin_cases j
    · rfl
    · exact absurd hij hlt.ne
    · exact absurd hij.symm hlt.ne
    · rfl
  · intro t
    ext i j
    fin_cases i <;> fin_cases j <;> simp [Matrix.conjTranspose_apply]
  · intro t n
    fin_cases n
    · exact (hr t).fun_neg
    · exact hr t
  · intro t n m
    fin_cases n <;> fin_cases m
    · refine (h1 t).fun_neg.ofReal_comp.congr_deriv ?_
      generalize Real.sqrt (1 + t ^ 2) = r
      simp only [Matrix.sub_apply, Matrix.mul_apply, Fin.sum_univ_two]
      simp [coupling]
      ring
    · refine (h2 t).ofReal_comp.congr_deriv ?_
      generalize Real.sqrt (1 + t ^ 2) = r
      simp only [Matrix.sub_apply, Matrix.mul_apply, Fin.sum_univ_two]
      simp [coupling]
      ring
    · refine (h2 t).ofReal_comp.congr_deriv ?_
      generalize Real.sqrt (1 + t ^ 2) = r
      simp only [Matrix.sub_apply, Matrix.mul_apply, Fin.sum_univ_two]
      simp [coupling]
      ring
    · refine (h1 t).ofReal_comp.congr_deriv ?_
      generalize Real.sqrt (1 + t ^ 2) = r
      simp only [Matrix.sub_apply, Matrix.mul_apply, Fin.sum_univ_two]
      simp [coupling]
      ring

end

end PechukasYukawa
```

Put r = √(1 + t²). The levels are x_0 = −r and x_1 = r, with

V_00 = −t/r, V_11 = t/r, V_01 = V_10 = 1/r.

The proof checks the four properties, using r′ = t/r, (t/r)′ = 1/r³ and (1/r)′ = −t/r³; `fin_cases` runs through the entries. For instance, A_01 = 1/(2r²) = −A_10, so (VA − AV)_00 = −1/r³ = V_00′. Here V² = 1 and (X − tV)² = 1, so both traces equal 2 for p = 2.

```lean
#print axioms PechukasYukawa.LevelFlow.trace_conserved
#print axioms PechukasYukawa.LevelFlow.power_sum_levels
#print axioms PechukasYukawa.LevelFlow.force_law
```

```
'PechukasYukawa.LevelFlow.trace_conserved' depends on axioms: [propext, Classical.choice, Quot.sound]
'PechukasYukawa.LevelFlow.power_sum_levels' depends on axioms: [propext, Classical.choice, Quot.sound]
'PechukasYukawa.LevelFlow.force_law' depends on axioms: [propext, Classical.choice, Quot.sound]
```
